# An exciton energy with the two tube scalings is $f(mR/\varepsilon)/(mR^2)$

I am calculating exciton energies on nanotubes in the effective-mass picture: an electron and a hole move on the surface of a cylinder and attract each other through a screened Coulomb force. I can vary the radius $R$, the reduced mass $m$ and the dielectric constant $\varepsilon$ independently, and I wanted to summarise the results as $c\,R^x m^y \varepsilon^z$ with three fitted exponents. A colleague says that only one of the three is free. How can that be, when I have three independent knobs? And does the same argument tell me that the energy is a power law in the first place?

## Three knobs, one dimensionless ratio

The energy, measured from the band gap, is treated here as any function $E(R,m,\varepsilon)$ of three positive numbers that obeys two scaling laws, and not as an eigenvalue extracted from a Hamiltonian. For all $s>0$ the laws are

$$E(sR,m,s\varepsilon)=\frac{E(R,m,\varepsilon)}{s^2},\qquad E(R,m/s,\varepsilon/s)=s\,E(R,m,\varepsilon).$$

Your colleague is right about the exponents: a nonzero power law with these scalings has $(x,y,z)=(a-2,\,a-1,\,-a)$ for a single real number $a$. The scalings don't make the energy a power law, though. They leave one function of $mR/\varepsilon$ undetermined.

## The scalings come from the Hamiltonian

In units where $\hbar$, the elementary charge and the Coulomb constant are one, the relative motion has the Hamiltonian

$$H_{R,m,\varepsilon}=-\frac{1}{2m}\left(\partial_z^2+\frac{1}{R^2}\partial_\theta^2\right)-\frac{1}{\varepsilon\, d_R(z,\theta)},\qquad d_R=\sqrt{z^2+(2R\sin(\theta/2))^2},$$

where $z$ is the axial separation, $\theta$ the angular separation and $d_R$ the straight-line distance between the particles. An eigenvalue $E$ of this operator is measured from the band gap, so the lowest exciton has $E<0$ and binding energy $-E$. An optical excitation energy contains the gap as well, which has to be subtracted before the scalings are used.

Take a wavefunction $\psi$ and stretch it along the axis: $\psi_s(z,\theta)=\psi(z/s,\theta)$. Compare $\psi_s$ at $sz$ with $\psi$ at $z$:

- The chain rule, used twice, gives $\partial_z^2\psi_s(sz,\theta)=s^{-2}\,\partial_z^2\psi(z,\theta)$.
- The second angular derivative is unchanged, but on a tube of radius $sR$ it is divided by $s^2R^2$.
- The distance obeys $d_{sR}(sz,\theta)=s\,d_R(z,\theta)$, so with dielectric constant $s\varepsilon$ the attraction also falls by $s^2$.

Every term carries the same factor, hence

$$(H_{sR,m,s\varepsilon}\,\psi_s)(sz,\theta)=s^{-2}\,(H_{R,m,\varepsilon}\,\psi)(z,\theta).$$

For the second law no stretching is needed. Both terms of $H$ are divided by $s$ when $m$ and $\varepsilon$ are multiplied by $s$, so $H_{R,sm,s\varepsilon}=H_{R,m,\varepsilon}/s$. Replacing $s$ by $1/s$ gives $H_{R,m/s,\varepsilon/s}=s\,H_{R,m,\varepsilon}$.

If $H_{R,m,\varepsilon}\psi=E\psi$, then $\psi_s$ is an eigenfunction on the stretched tube with eigenvalue $E/s^2$. Stretching is invertible and keeps functions square-integrable and periodic in $\theta$, so it carries ground state to ground state.

## From three variables to one

Apply the first law to a tube of unit radius with dielectric constant $\varepsilon/R$, taking $s=R$:

$$E(R,m,\varepsilon)=\frac{E(1,m,\varepsilon/R)}{R^2}.$$

Then apply the second law to unit radius, unit mass and dielectric constant $\varepsilon/(mR)$, taking $s=1/m$:

$$E(1,m,\varepsilon/R)=\frac{1}{m}\,E\!\left(1,1,\frac{\varepsilon}{mR}\right).$$

Together,

$$E(R,m,\varepsilon)=\frac{1}{mR^2}\,E\!\left(1,1,\frac{\varepsilon}{mR}\right)=\frac{f(mR/\varepsilon)}{mR^2},\qquad f(u)=E(1,1,1/u).$$

The argument $u=mR/\varepsilon$ is the radius measured in exciton Bohr radii $\varepsilon/m$.

Conversely, any $f$ gives an energy with both scalings. The ratio $mR/\varepsilon$ is invariant under both, while $mR^2$ is multiplied by $s^2$ under the first and divided by $s$ under the second.

Now insert $c\,R^x m^y\varepsilon^z$ with $c\neq0$. At $R=m=\varepsilon=1$, the first law with $s=2$ reads $c\,2^{x+z}=c/4$, so $x+z=-2$. The second with $s=1/2$ reads $c\,2^{y+z}=c/2$, so $y+z=-1$. Setting $a=-z$ gives the three exponents. In the other direction, $f(u)=c\,u^a$ produces

$$\frac{c\,(mR/\varepsilon)^a}{mR^2}=c\,R^{a-2}m^{a-1}\varepsilon^{-a}.$$

If $c=0$, the law vanishes identically and every choice of exponents passes, which is why $c$ must be nonzero.

## What the Lean statements say

`tubeHamiltonian R m ε ψ z θ` is the value of $H_{R,m,\varepsilon}\psi$ at one point, for a real wavefunction `ψ`. The angle is an ordinary real number, with no periodicity imposed. The two identities for this operator are `tubeHamiltonian_stretch` and `tubeHamiltonian_mass`. They are stated without smoothness assumptions because Lean assigns a derivative of zero where none exists; their physical reading is for twice differentiable `ψ`, positive parameters and separated particles.

`TubeScaling E` is the pair of scaling laws, required only for positive arguments. `tubeScaling_iff` says that `E` has this property exactly when some `f` gives the form above on positive arguments. `powerLaw_scaling_iff` says that a power law with `c ≠ 0` has it exactly when the exponents are `a - 2`, `a - 1` and `-a`. In that theorem `x`, `y` and `z` are real exponents, whereas in the Hamiltonian `z` is the axial separation.

The step from the operator identities to `TubeScaling` for an actual exciton level is the eigenvalue argument given above in prose; Lean has the identities and the consequences of the scalings, but no spectrum.

The model itself has one constant $\varepsilon$, parabolic bands and no electron–hole exchange. A further fixed length, such as a short-distance cutoff in the potential, would generally spoil the first scaling unless it were stretched too.

```lean
import Mathlib

namespace TubeExcitonScaling

noncomputable section

/-- The Hamiltonian of the relative motion of an electron and a hole on a tube of radius `R`,
with reduced mass `m` and dielectric constant `ε`, applied to `ψ` at axial separation `z` and
angular separation `θ`. Units have `ħ` and the Coulomb constant equal to one; the domain is
`R, m, ε > 0` and points where the two particles do not coincide. -/
def tubeHamiltonian (R m ε : ℝ) (ψ : ℝ → ℝ → ℝ) (z θ : ℝ) : ℝ :=
  -(1 / (2 * m)) * (deriv (deriv (fun w => ψ w θ)) z
      + deriv (deriv (fun φ => ψ z φ)) θ / R ^ 2)
    - ψ z θ / (ε * Real.sqrt (z ^ 2 + (2 * R * Real.sin (θ / 2)) ^ 2))

/-- The two scalings of an exciton energy `E R m ε` on positive radius, mass and dielectric
constant: `E (sR) m (sε) = E / s²` and `E R (m/s) (ε/s) = s E` for all `s > 0`. -/
def TubeScaling (E : ℝ → ℝ → ℝ → ℝ) : Prop :=
  (∀ R m ε s : ℝ, 0 < R → 0 < m → 0 < ε → 0 < s →
    E (s * R) m (s * ε) = E R m ε / s ^ 2) ∧
  (∀ R m ε s : ℝ, 0 < R → 0 < m → 0 < ε → 0 < s →
    E R (m / s) (ε / s) = s * E R m ε)

/-- Stretching the wavefunction along the axis by `s > 0`, together with the radius and the
dielectric constant, divides the action of the Hamiltonian by `s²`. -/
theorem tubeHamiltonian_stretch (R m ε s : ℝ) (hs : 0 < s) (ψ : ℝ → ℝ → ℝ) (z θ : ℝ) :
    s ^ 2 * tubeHamiltonian (s * R) m (s * ε) (fun w φ => ψ (w / s) φ) (s * z) θ
      = tubeHamiltonian R m ε ψ z θ := by
  -- chain rule for a stretched function, once and twice
  have h1 : ∀ (g : ℝ → ℝ) (w : ℝ), deriv (fun v => g (v / s)) w = deriv g (w / s) / s := by
    intro g w
    have h := deriv_comp_mul_left s⁻¹ g w
    have e : (fun v => g (v / s)) = fun v => g (s⁻¹ * v) := by
      funext v
      rw [div_eq_inv_mul]
    rw [e, h, smul_eq_mul, div_eq_inv_mul, div_eq_inv_mul]
  have h2 : ∀ g : ℝ → ℝ,
      deriv (deriv (fun v => g (v / s))) (s * z) = deriv (deriv g) z / s ^ 2 := by
    intro g
    rw [show deriv (fun v => g (v / s)) = fun w => deriv g (w / s) / s from funext (h1 g),
      deriv_div_const, h1 (deriv g), mul_div_cancel_left₀ _ hs.ne', div_div, sq]
  have h3 : deriv (deriv (fun w => ψ (w / s) θ)) (s * z)
      = deriv (deriv (fun w => ψ w θ)) z / s ^ 2 := h2 (fun w => ψ w θ)
  -- the chord distance is homogeneous of degree one
  have h4 : Real.sqrt ((s * z) ^ 2 + (2 * (s * R) * Real.sin (θ / 2)) ^ 2)
      = s * Real.sqrt (z ^ 2 + (2 * R * Real.sin (θ / 2)) ^ 2) := by
    rw [show (s * z) ^ 2 + (2 * (s * R) * Real.sin (θ / 2)) ^ 2
        = s ^ 2 * (z ^ 2 + (2 * R * Real.sin (θ / 2)) ^ 2) by ring,
      Real.sqrt_mul (sq_nonneg s), Real.sqrt_sq hs.le]
  have k : s ^ 2 * (s ^ 2)⁻¹ = 1 := mul_inv_cancel₀ (by positivity)
  have h5 : ∀ D A B S : ℝ,
      s ^ 2 * (-(1 / (2 * m)) * (D / s ^ 2 + A / (s * R) ^ 2) - B / (s * ε * (s * S)))
        = -(1 / (2 * m)) * (D + A / R ^ 2) - B / (ε * S) := by
    intro D A B S
    linear_combination (-(1 / (2 * m)) * (D + A / R ^ 2) - B / (ε * S)) * k
  unfold tubeHamiltonian
  beta_reduce
  rw [h3, h4, mul_div_cancel_left₀ _ hs.ne']
  exact h5 _ _ _ _

/-- Multiplying the mass and the dielectric constant by the same `s ≠ 0` divides the
Hamiltonian by `s`. -/
theorem tubeHamiltonian_mass (R m ε s : ℝ) (hs : s ≠ 0) (ψ : ℝ → ℝ → ℝ) (z θ : ℝ) :
    s * tubeHamiltonian R (s * m) (s * ε) ψ z θ = tubeHamiltonian R m ε ψ z θ := by
  have k : s * s⁻¹ = 1 := mul_inv_cancel₀ hs
  have h : ∀ A B S : ℝ, s * (-(1 / (2 * (s * m))) * A - B / (s * ε * S))
      = -(1 / (2 * m)) * A - B / (ε * S) := by
    intro A B S
    linear_combination (-(1 / (2 * m)) * A - B / (ε * S)) * k
  unfold tubeHamiltonian
  exact h _ _ _

/-- An energy with the two scalings is fixed by its values on the tube of unit radius and
unit mass, for positive radius, mass and dielectric constant. -/
theorem energy_eq_unit_tube {E : ℝ → ℝ → ℝ → ℝ} (h : TubeScaling E) {R m ε : ℝ}
    (hR : 0 < R) (hm : 0 < m) (hε : 0 < ε) :
    E R m ε = E 1 1 (ε / (m * R)) / (m * R ^ 2) := by
  -- first bring the radius to one, then the mass
  have h1 := h.1 1 m (ε / R) R one_pos hm (by positivity) hR
  have h2 := h.2 1 1 (ε / (m * R)) (1 / m) one_pos one_pos (by positivity) (by positivity)
  have e1 : R * (ε / R) = ε := by field_simp
  have e2 : ε / (m * R) / (1 / m) = ε / R := by field_simp
  rw [mul_one, e1] at h1
  rw [one_div_one_div, e2] at h2
  rw [h1, h2]
  field_simp

/-- An exciton energy has the two tube scalings exactly when, on positive arguments, it is
`f (mR/ε) / (mR²)` for some function `f` of one variable. -/
theorem tubeScaling_iff (E : ℝ → ℝ → ℝ → ℝ) :
    TubeScaling E ↔ ∃ f : ℝ → ℝ, ∀ R m ε : ℝ, 0 < R → 0 < m → 0 < ε →
      E R m ε = f (m * R / ε) / (m * R ^ 2) := by
  constructor
  · intro h
    refine ⟨fun u => E 1 1 (1 / u), fun R m ε hR hm hε => ?_⟩
    show E R m ε = E 1 1 (1 / (m * R / ε)) / (m * R ^ 2)
    rw [one_div_div]
    exact energy_eq_unit_tube h hR hm hε
  · rintro ⟨f, hf⟩
    -- the ratio mR/ε is invariant under both scalings
    constructor
    · intro R m ε s hR hm hε hs
      have e : m * (s * R) / (s * ε) = m * R / ε := by field_simp
      rw [hf (s * R) m (s * ε) (mul_pos hs hR) hm (mul_pos hs hε), hf R m ε hR hm hε, e]
      field_simp
    · intro R m ε s hR hm hε hs
      have e : m / s * R / (ε / s) = m * R / ε := by field_simp
      rw [hf R (m / s) (ε / s) hR (div_pos hm hs) (div_pos hε hs), hf R m ε hR hm hε, e]
      field_simp

/-- For positive radius, mass and dielectric constant, the power law with exponents
`(a - 2, a - 1, -a)` is the scaling form with `f u = c uᵃ`. -/
theorem powerLaw_eq (c a : ℝ) {R m ε : ℝ} (hR : 0 < R) (hm : 0 < m) (hε : 0 < ε) :
    c * R ^ (a - 2) * m ^ (a - 1) * ε ^ (-a) = c * (m * R / ε) ^ a / (m * R ^ 2) := by
  rw [Real.div_rpow (mul_pos hm hR).le hε.le, Real.mul_rpow hm.le hR.le,
    Real.rpow_sub hR, Real.rpow_sub hm, Real.rpow_neg hε.le, Real.rpow_one, Real.rpow_two]
  field_simp

/-- A power law `c R^x m^y ε^z` with `c ≠ 0` has the two tube scalings exactly when its
exponents are `(a - 2, a - 1, -a)` for some real `a`. -/
theorem powerLaw_scaling_iff (c x y z : ℝ) (hc : c ≠ 0) :
    TubeScaling (fun R m ε => c * R ^ x * m ^ y * ε ^ z) ↔
      ∃ a : ℝ, x = a - 2 ∧ y = a - 1 ∧ z = -a := by
  constructor
  · intro h
    have inj : ∀ t u : ℝ, (2 : ℝ) ^ t = (2 : ℝ) ^ u → t = u := by
      intro t u htu
      have hl := congrArg Real.log htu
      rw [Real.log_rpow two_pos, Real.log_rpow two_pos] at hl
      exact mul_right_cancel₀ (Real.log_pos one_lt_two).ne' hl
    -- both scalings at a factor of two
    have h1 : c * (2 * 1 : ℝ) ^ x * (1 : ℝ) ^ y * (2 * 1 : ℝ) ^ z
        = c * (1 : ℝ) ^ x * (1 : ℝ) ^ y * (1 : ℝ) ^ z / 2 ^ 2 :=
      h.1 1 1 1 2 one_pos one_pos one_pos two_pos
    have h2 : c * (1 : ℝ) ^ x * (1 / (1 / 2) : ℝ) ^ y * (1 / (1 / 2) : ℝ) ^ z
        = 1 / 2 * (c * (1 : ℝ) ^ x * (1 : ℝ) ^ y * (1 : ℝ) ^ z) :=
      h.2 1 1 1 (1 / 2) one_pos one_pos one_pos (by norm_num)
    simp only [mul_one, Real.one_rpow] at h1
    simp only [one_div_one_div, mul_one, Real.one_rpow] at h2
    have hxz : x + z = -2 := by
      apply inj
      rw [Real.rpow_add two_pos, Real.rpow_neg two_pos.le, Real.rpow_two]
      apply mul_left_cancel₀ hc
      linear_combination h1
    have hyz : y + z = -1 := by
      apply inj
      rw [Real.rpow_add two_pos, Real.rpow_neg two_pos.le, Real.rpow_one]
      apply mul_left_cancel₀ hc
      linear_combination h2
    exact ⟨-z, by linarith, by linarith, by ring⟩
  · rintro ⟨a, rfl, rfl, rfl⟩
    exact (tubeScaling_iff _).2
      ⟨fun u => c * u ^ a, fun R m ε hR hm hε => powerLaw_eq c a hR hm hε⟩

/-- The energy `-m / (2ε²)`, which does not depend on the radius, has the two tube scalings. -/
theorem tubeScaling_witness : TubeScaling (fun _ m ε => -(m / (2 * ε ^ 2))) := by
  refine ⟨fun R m ε s hR hm hε hs => ?_, fun R m ε s hR hm hε hs => ?_⟩
  · show -(m / (2 * (s * ε) ^ 2)) = -(m / (2 * ε ^ 2)) / s ^ 2
    field_simp
  · show -(m / s / (2 * (ε / s) ^ 2)) = s * -(m / (2 * ε ^ 2))
    field_simp

end

end TubeExcitonScaling
```

```lean
#print axioms TubeExcitonScaling.tubeHamiltonian_stretch
#print axioms TubeExcitonScaling.tubeHamiltonian_mass
#print axioms TubeExcitonScaling.tubeScaling_iff
#print axioms TubeExcitonScaling.powerLaw_scaling_iff
```

```
'TubeExcitonScaling.tubeHamiltonian_stretch' depends on axioms: [propext, Classical.choice, Quot.sound]
'TubeExcitonScaling.tubeHamiltonian_mass' depends on axioms: [propext, Classical.choice, Quot.sound]
'TubeExcitonScaling.tubeScaling_iff' depends on axioms: [propext, Classical.choice, Quot.sound]
'TubeExcitonScaling.powerLaw_scaling_iff' depends on axioms: [propext, Classical.choice, Quot.sound]
```

## How the lemmas fit together

In `tubeHamiltonian_stretch`, `h1` is the chain rule for a stretched function and `h2` applies it a second time. `h4` pulls the factor $s$ out of the square root, which uses $s>0$. What remains, in `h5`, is the common factor $s^{-2}$, and `linear_combination` removes it using $s^2\,(s^2)^{-1}=1$. `tubeHamiltonian_mass` needs only this last kind of algebra.

`energy_eq_unit_tube` is the two-step reduction. Its `h1` is the first scaling with $s=R$, its `h2` the second with $s=1/m$, and `field_simp` combines the prefactors into $1/(mR^2)$. For the forward direction of `tubeScaling_iff`, the proof supplies `fun u => E 1 1 (1 / u)` as $f$. For the converse, each equation named `e` records that $mR/\varepsilon$ is unchanged, and `field_simp` checks the prefactor.

`powerLaw_eq` expands the real powers to identify the power law with $f(u)=c\,u^a$. In `powerLaw_scaling_iff`, `h1` and `h2` are the scalings at a factor of two. The helper `inj` takes logarithms to pass from equal powers of two to equal exponents, which yields `hxz` and `hyz`. The reverse direction feeds `powerLaw_eq` into `tubeScaling_iff`.

Finally, `tubeScaling_witness` checks both laws for $-m/(2\varepsilon^2)$, the ground-state energy of a bulk exciton. It is the power law with $a=2$ and $c=-1/2$, so a nonzero energy with both scalings exists.

## One table for many tubes

For excitons in the effective-mass limit of the Bethe–Salpeter equation, with constant screening and no exchange, the result replaces a three-parameter scan by a one-parameter one. You solve the eigenvalue problem at $R=m=1$ for a range of dielectric constants and store $f$.

Take a tube with $R=20$, $m=0.1$ and $\varepsilon=4$ in atomic units. Here $mR/\varepsilon=0.5$ and $mR^2=40$, so its energy is $E(1,1,2)/40$. A tube with $R=10$, $m=0.1$ and $\varepsilon=2$ has the same ratio but $mR^2=10$. It uses the same table entry, and its energy is four times as large.

For your fit, plot $mR^2E$ against $mR/\varepsilon$ on logarithmic axes, using the magnitude of the energy. Where the curve is nearly straight, its slope is $a$, and all three exponents follow from it. If the mass changes with radius as $m=\mu/R$, with $\mu$ constant, then $E=f(\mu/\varepsilon)/(\mu R)$: at fixed $\varepsilon$ the energy goes as $1/R$ whatever $a$ is.

## The wide tube

When $R$ is much larger than the Bohr radius $\varepsilon/m$, the exciton sees a nearly flat sheet. Its ground-state energy then approaches that of two-dimensional hydrogen, $-2m/\varepsilon^2$, so $f(u)\approx-2u^2$ for large $u$. This is again $a=2$: the exponents become $(0,1,-2)$ and the radius drops out. The exponents agree with those of the bulk exciton, but the prefactor is four times as large, and the scalings alone can't tell the two apart.
